# Spectrum and positivity of the one-projector overlap $S = 1 + q\,p\,p^{\mathsf T}$

In ultrasoft pseudopotentials and the projector augmented-wave (PAW) method, the smooth wave functions need not have the norm of the all-electron ones near the atoms, and are normalised with an overlap operator that corrects the difference through projector functions and augmentation charges, which can have either sign. The expression $\langle x, Sx\rangle$ is a squared norm, and $Hx = \varepsilon Sx$ (Hamiltonian $H$, energy $\varepsilon$) a definite generalised eigenvalue problem, when $S$ is positive definite; the result below decides this for a single real projector in a finite orthonormal basis.

## The claim and its derivation

Let the dimension be $m+1$ with $m \ge 0$, let $p$ be the projector vector, $q$ the real augmentation charge, $\langle x,y\rangle = \sum_i x_i y_i$, and $s = \langle p,p\rangle$. Write $S(q) = 1 + q\,p\,p^{\mathsf T}$, or $S$ for short. The claim is that $S$ has characteristic polynomial $(X-1)^m (X-1-qs)$, fixes every $x$ with $\langle p,x\rangle = 0$, satisfies $Sp = (1+qs)\,p$, and is positive definite exactly when $1+qs > 0$. The projector is not normalised: for $p \ne 0$ and $\hat p = p/\sqrt s$ one has $S = 1 + qs\,\hat p\,\hat p^{\mathsf T}$, so for a given direction $\hat p$ only the product $qs$ matters.

**Action.** Since $(p\,p^{\mathsf T}x)_i = \sum_j p_i p_j x_j = \langle p,x\rangle\, p_i$,
$$Sx = x + q\langle p,x\rangle\, p .$$
Setting $\langle p,x\rangle = 0$ gives $Sx = x$, and $x = p$ gives $Sp = (1+qs)\,p$. The entries $p_i p_j$ are symmetric, so $S^{\mathsf T} = S$.

**Products.** From $\sum_k p_i p_k p_k p_j = s\,p_i p_j$ follows $(p\,p^{\mathsf T})^2 = s\,p\,p^{\mathsf T}$, and for real $a$, $b$
$$S(a)\,S(b) = S(a + b + ab\,s).$$

**Determinant.** For column vectors $u$, $v$,
$$\begin{pmatrix}1&0\\ v^{\mathsf T}&1\end{pmatrix}\begin{pmatrix}1+uv^{\mathsf T}&u\\0&1\end{pmatrix}\begin{pmatrix}1&0\\-v^{\mathsf T}&1\end{pmatrix} = \begin{pmatrix}1&u\\0&1+\langle v,u\rangle\end{pmatrix},$$
and all four matrices are block triangular, so $\det(1+uv^{\mathsf T}) = 1+\langle v,u\rangle$. With $u = qp$, $v = p$ this is $\det S = 1+qs$.

**Characteristic polynomial.** For real $t \neq 1$,
$$t - S(q) = (t-1) - q\,p\,p^{\mathsf T} = (t-1)\,S\!\left(\frac{-q}{t-1}\right),$$
$$\det(t-S) = (t-1)^{m+1}\left(1 - \frac{qs}{t-1}\right) = (t-1)^m\,(t-1-qs).$$
Two polynomials that agree at infinitely many points are equal.

**Positivity.** If $S$ is positive definite, its eigenvalues are positive and so is their product, $\det S = 1+qs$. Conversely, let $1+qs>0$ and $x \ne 0$. The quadratic form is $\langle x,Sx\rangle = \langle x,x\rangle + q\langle p,x\rangle^2$, which is positive for $q \ge 0$. For $q \le 0$ rewrite it as
$$\langle x,Sx\rangle = (1+qs)\langle x,x\rangle + (-q)\left(s\langle x,x\rangle - \langle p,x\rangle^2\right).$$
The first term is positive and the second is non-negative by the Cauchy–Schwarz inequality.

**Inverse and factor.** The product law gives $S(q)S(b) = 1$ if $q + b(1+qs) = 0$, which for $1+qs \ne 0$ is solved by $b = -q/(1+qs)$. For $1+qs>0$ put $r = \sqrt{1+qs}$, $a = q/(1+r)$ and $T = S(a)$. Then $(1+r)(1+as) = 1 + r + qs = r(1+r)$, so $1+as = r > 0$ and $T$ is positive definite. Moreover $2a + a^2 s = a + a(1+as) = a(1+r) = q$, so $T^{\mathsf T}T = S(a)S(a) = S(q)$.

**Smallest case.** For $m = 0$ the projector is a number $p$, the overlap is the number $1+qp^2$, the polynomial is $X - 1 - qp^2$, and $T = \sqrt{1+qp^2}$ when the radicand is positive. At $q = 0$ or $p = 0$ in any dimension, $S = 1$ and the polynomial collapses to $(X-1)^{m+1}$.

## The formal development

The basis is labelled by a finite type `n`, and a vector is a function `n → ℝ`. The notation `p ⬝ᵥ x` is the unweighted sum $\sum_i p_i x_i$, which fixes the basis as orthonormal, and `*ᵥ` applies a matrix to a vector.

```lean
import Mathlib

open Matrix Polynomial

namespace RankOneOverlap

noncomputable section

variable {n : Type*} [Fintype n] [DecidableEq n]
```

The outer product `vecMulVec p p` has entries $p_i p_j$, so `overlap q p` is $S(q)$. No condition is put on `p` or `q`: the projector may vanish and the charge may be negative. Several projectors coupled by a charge matrix, complex wave functions and the origin of $p$ and $q$ in an atomic calculation lie beyond the model.

```lean
/-- The one-projector overlap operator `S = 1 + q p pᵀ` with projector `p` and
augmentation charge `q`. -/
def overlap (q : ℝ) (p : n → ℝ) : Matrix n n ℝ :=
  1 + q • vecMulVec p p
```

`rootCoeff q p` is $a = q/(1+r)$. Lean's `Real.sqrt` returns zero on negative numbers, so the definition means the intended $a$ only under the positivity hypothesis of the last theorem.

```lean
/-- The coefficient `a = q / (1 + √(1 + q ⟨p,p⟩))`. -/
def rootCoeff (q : ℝ) (p : n → ℝ) : ℝ :=
  q / (1 + Real.sqrt (1 + q * (p ⬝ᵥ p)))
```

The action formula is proved component by component: `ext i` selects the component, `simp only` writes both sides as sums over $j$, and `ring` matches the terms $q\,p_i p_j x_j$.

```lean
/-- Action of the overlap on a vector: `S x = x + q ⟨p,x⟩ p`. -/
theorem overlap_mulVec (q : ℝ) (p x : n → ℝ) :
    overlap q p *ᵥ x = x + (q * (p ⬝ᵥ x)) • p := by
  have h : (q • vecMulVec p p) *ᵥ x = (q * (p ⬝ᵥ x)) • p := by
    ext i
    simp only [Matrix.mulVec, dotProduct, Matrix.smul_apply, vecMulVec_apply, Pi.smul_apply,
      smul_eq_mul, Finset.sum_mul, Finset.mul_sum]
    exact Finset.sum_congr rfl fun j _ => by ring
  rw [overlap, Matrix.add_mulVec, Matrix.one_mulVec, h]
```

Symmetry reduces to $p_j p_i = p_i p_j$, which is `mul_comm`.

```lean
omit [Fintype n] in
/-- The overlap is symmetric. -/
theorem overlap_transpose (q : ℝ) (p : n → ℝ) : (overlap q p)ᵀ = overlap q p := by
  have hT : (vecMulVec p p)ᵀ = vecMulVec p p := by
    ext i j
    rw [Matrix.transpose_apply, vecMulVec_apply, vecMulVec_apply, mul_comm]
  rw [overlap, Matrix.transpose_add, Matrix.transpose_one, Matrix.transpose_smul, hT]
```

In the product law, `hP` is $(p\,p^{\mathsf T})^2 = s\,p\,p^{\mathsf T}$; after the product is expanded, `module` collects the coefficients of $1$ and $p\,p^{\mathsf T}$.

```lean
/-- Composition law for a common projector:
`(1 + a p pᵀ)(1 + b p pᵀ) = 1 + (a + b + a b ⟨p,p⟩) p pᵀ`. -/
theorem overlap_mul (a b : ℝ) (p : n → ℝ) :
    overlap a p * overlap b p = overlap (a + b + a * b * (p ⬝ᵥ p)) p := by
  -- (p pᵀ)² = ⟨p,p⟩ p pᵀ
  have hP : vecMulVec p p * vecMulVec p p = (p ⬝ᵥ p) • vecMulVec p p := by
    ext i j
    simp only [Matrix.mul_apply, vecMulVec_apply, Matrix.smul_apply, dotProduct, smul_eq_mul,
      Finset.sum_mul]
    exact Finset.sum_congr rfl fun k _ => by ring
  simp only [overlap, add_mul, mul_add, one_mul, mul_one, smul_mul_assoc, mul_smul_comm, hP]
  module
```

For the determinant, `h` moves $q$ into the first factor, $u = qp$. The outer product is written as a column times a row, and Mathlib's `det_one_add_replicateCol_mul_replicateRow` supplies the formula obtained above from the block identity.

```lean
/-- The determinant of the overlap is `1 + q ⟨p,p⟩`. -/
theorem det_overlap (q : ℝ) (p : n → ℝ) : (overlap q p).det = 1 + q * (p ⬝ᵥ p) := by
  have h : q • vecMulVec p p = vecMulVec (q • p) p := by
    ext i j
    simp only [Matrix.smul_apply, vecMulVec_apply, Pi.smul_apply, smul_eq_mul, mul_assoc]
  rw [overlap, h, vecMulVec_eq Unit, det_one_add_replicateCol_mul_replicateRow,
    dotProduct_smul, smul_eq_mul]
```

The hypothesis `hcard` says that the dimension is $m+1$, which encodes "at least one" and lets the exponent be $m$. The object `charpoly` is the monic polynomial $\det(X - S)$, and `C` turns the number $qs$ into a constant polynomial. `Polynomial.eq_of_infinite_eval_eq` reduces the claim to values on the complement of $\{1\}$. There `key` is the rescaling of $t - S$, `Matrix.det_smul` gives the factor $(t-1)^{m+1}$, and `h3` absorbs one power of $t-1$ into the last bracket.

```lean
/-- In dimension `m + 1` the characteristic polynomial of the overlap is
`(X - 1)^m (X - 1 - q ⟨p,p⟩)`. -/
theorem charpoly_overlap {m : ℕ} (hcard : Fintype.card n = m + 1) (q : ℝ) (p : n → ℝ) :
    (overlap q p).charpoly = (X - 1) ^ m * (X - 1 - C (q * (p ⬝ᵥ p))) := by
  -- it suffices to compare the values at all t ≠ 1
  apply Polynomial.eq_of_infinite_eval_eq
  refine Set.Infinite.mono (s := ({1} : Set ℝ)ᶜ) ?_ (Set.finite_singleton (1 : ℝ)).infinite_compl
  intro t ht
  have ht' : t - 1 ≠ 0 := sub_ne_zero.mpr ht
  have h1 : Matrix.scalar n t = t • (1 : Matrix n n ℝ) := by
    ext i j
    simp [Matrix.one_apply, Matrix.diagonal_apply]
  have h2 : (t - 1) * (-q / (t - 1)) = -q := by field_simp
  -- t - S is a rescaled overlap
  have key : Matrix.scalar n t - overlap q p = (t - 1) • overlap (-q / (t - 1)) p := by
    rw [h1]
    unfold overlap
    rw [smul_add, smul_smul, h2]
    module
  have h3 : (t - 1) * (1 + -q / (t - 1) * (p ⬝ᵥ p)) = t - 1 - q * (p ⬝ᵥ p) := by
    linear_combination (p ⬝ᵥ p) * h2
  show Polynomial.eval t (overlap q p).charpoly
    = Polynomial.eval t ((X - 1) ^ m * (X - 1 - C (q * (p ⬝ᵥ p))))
  rw [Matrix.eval_charpoly, key, Matrix.det_smul, det_overlap, hcard]
  simp only [Polynomial.eval_mul, Polynomial.eval_pow, Polynomial.eval_sub, Polynomial.eval_X,
    Polynomial.eval_one, Polynomial.eval_C]
  rw [pow_succ, mul_assoc, h3]
```

`PosDef` means symmetric with $\langle x,Sx\rangle > 0$ for all $x \ne 0$. The forward direction is `h.det_pos` with `det_overlap`. In the converse, `hxx` is $\langle x,x\rangle>0$ and `hcs` is Cauchy–Schwarz. The split `le_total 0 q` gives the two signs of the charge, and the hints to the second `nlinarith` are the two terms of the rewritten form. No `hcard` is needed here; for an empty basis $s = 0$ and both sides hold.

```lean
/-- The overlap is positive definite exactly when `1 + q ⟨p,p⟩ > 0`. -/
theorem overlap_posDef_iff (q : ℝ) (p : n → ℝ) :
    (overlap q p).PosDef ↔ 0 < 1 + q * (p ⬝ᵥ p) := by
  constructor
  · intro h
    have hd := h.det_pos
    rwa [det_overlap] at hd
  · intro h
    rw [Matrix.posDef_iff_dotProduct_mulVec]
    refine ⟨?_, fun x hx => ?_⟩
    · rw [Matrix.IsHermitian, Matrix.conjTranspose_eq_transpose_of_trivial, overlap_transpose]
    · -- the quadratic form is ⟨x,x⟩ + q ⟨p,x⟩²
      rw [star_trivial, overlap_mulVec, dotProduct_add, dotProduct_smul, smul_eq_mul,
        dotProduct_comm x p]
      have hx0 : 0 ≤ x ⬝ᵥ x := Finset.sum_nonneg fun i _ => mul_self_nonneg (x i)
      have hxx : 0 < x ⬝ᵥ x :=
        lt_of_le_of_ne hx0 fun h0 => hx (dotProduct_self_eq_zero.mp h0.symm)
      have hcs : (p ⬝ᵥ x) * (p ⬝ᵥ x) ≤ (p ⬝ᵥ p) * (x ⬝ᵥ x) := by
        simpa only [dotProduct, sq] using Finset.sum_mul_sq_le_sq_mul_sq Finset.univ p x
      rcases le_total 0 q with hq | hq
      · nlinarith [mul_nonneg hq (mul_self_nonneg (p ⬝ᵥ x))]
      · -- for q ≤ 0 Cauchy-Schwarz bounds the form below by (1 + q ⟨p,p⟩) ⟨x,x⟩
        nlinarith [mul_pos h hxx, mul_nonneg (neg_nonneg.mpr hq) (sub_nonneg.mpr hcs)]
```

The main theorem joins the four statements, for every $q$ and $p$ in dimension $m+1$. The second and third follow by inserting $\langle p,x\rangle = 0$ and $x = p$ into `overlap_mulVec`. The third names an eigenvector only when $p \neq 0$; for $p = 0$ it reads $0 = 0$.

```lean
/-- In dimension `m + 1`, `S = 1 + q p pᵀ` has characteristic polynomial
`(X - 1)^m (X - 1 - q ⟨p,p⟩)`, fixes every vector orthogonal to `p`, scales `p` by
`1 + q ⟨p,p⟩`, and is positive definite exactly when `1 + q ⟨p,p⟩ > 0`. -/
theorem overlap_spectrum {m : ℕ} (hcard : Fintype.card n = m + 1) (q : ℝ) (p : n → ℝ) :
    (overlap q p).charpoly = (X - 1) ^ m * (X - 1 - C (q * (p ⬝ᵥ p))) ∧
    (∀ x, p ⬝ᵥ x = 0 → overlap q p *ᵥ x = x) ∧
    overlap q p *ᵥ p = (1 + q * (p ⬝ᵥ p)) • p ∧
    ((overlap q p).PosDef ↔ 0 < 1 + q * (p ⬝ᵥ p)) := by
  refine ⟨charpoly_overlap hcard q p, fun x hx => ?_, ?_, overlap_posDef_iff q p⟩
  · rw [overlap_mulVec, hx, mul_zero, zero_smul, add_zero]
  · rw [overlap_mulVec, add_smul, one_smul]
```

The inverse needs only $1+qs \ne 0$, so it also covers an indefinite overlap. The statement is the product $S(q)\,S(b) = 1$ in this order, and `aux` shows that the combined coefficient $q + b + qbs$ vanishes.

```lean
/-- If `1 + q ⟨p,p⟩ ≠ 0`, the overlap times `1 - q / (1 + q ⟨p,p⟩) p pᵀ` is the identity. -/
theorem overlap_mul_inverse (q : ℝ) (p : n → ℝ) (h : 1 + q * (p ⬝ᵥ p) ≠ 0) :
    overlap q p * overlap (-q / (1 + q * (p ⬝ᵥ p))) p = 1 := by
  have aux : ∀ b : ℝ, b * (1 + q * (p ⬝ᵥ p)) = -q → q + b + q * b * (p ⬝ᵥ p) = 0 := by
    intro b hb
    linear_combination hb
  rw [overlap_mul, aux _ (div_mul_cancel₀ _ h), overlap, zero_smul, add_zero]
```

The last theorem assumes $1+qs>0$ and gives both the positivity of $T$ and $T^{\mathsf T}T = S$. Its `aux` is the algebra in $r$, $a$, $s$: `h1` cancels the factor $1+r$ to reach $1+as = r$, and the second part is $2a + a^2 s = q$. Positivity then comes from `overlap_posDef_iff` applied to the charge $a$, and the factorisation from symmetry and the product law.

The relation $T^{\mathsf T}T = S$ is the one that the PAW transformation has to its overlap, and it means $\langle Tx,Ty\rangle = \langle x,Sy\rangle$. The $T$ built here is a symmetric square root along $p$, whereas the PAW transformation is built from differences of all-electron and smooth partial waves and is in general not symmetric. That a positive definite root is unique is familiar linear algebra, but the theorem does not state it.

```lean
/-- If `1 + q ⟨p,p⟩ > 0`, the transformation `T = 1 + a p pᵀ` with
`a = q / (1 + √(1 + q ⟨p,p⟩))` is positive definite and satisfies `Tᵀ T = S`. -/
theorem overlap_transformation (q : ℝ) (p : n → ℝ) (h : 0 < 1 + q * (p ⬝ᵥ p)) :
    (overlap (rootCoeff q p) p).PosDef ∧
    (overlap (rootCoeff q p) p)ᵀ * overlap (rootCoeff q p) p = overlap q p := by
  -- with r² = 1 + q s and a (1 + r) = q one has 1 + a s = r and 2a + a² s = q
  have aux : ∀ r a s : ℝ, 0 < r → r * r = 1 + q * s → a * (1 + r) = q →
      1 + a * s = r ∧ a + a + a * a * s = q := by
    intro r a s hr hr2 ha
    have hne : 1 + r ≠ 0 := ne_of_gt (by linarith)
    have h1 : 1 + a * s = r := by
      apply mul_left_cancel₀ hne
      linear_combination s * ha - hr2
    exact ⟨h1, by linear_combination ha + a * h1⟩
  have hr : 0 < Real.sqrt (1 + q * (p ⬝ᵥ p)) := Real.sqrt_pos.mpr h
  have hne : 1 + Real.sqrt (1 + q * (p ⬝ᵥ p)) ≠ 0 := ne_of_gt (by linarith)
  have ha : rootCoeff q p * (1 + Real.sqrt (1 + q * (p ⬝ᵥ p))) = q := div_mul_cancel₀ _ hne
  obtain ⟨h1, h2⟩ := aux _ _ _ hr (Real.mul_self_sqrt h.le) ha
  constructor
  · rw [overlap_posDef_iff, h1]
    exact hr
  · rw [overlap_transpose, overlap_mul, h2]

end

end RankOneOverlap
```

```lean
#print axioms RankOneOverlap.overlap_spectrum
#print axioms RankOneOverlap.overlap_mul_inverse
#print axioms RankOneOverlap.overlap_transformation
```

```
'RankOneOverlap.overlap_spectrum' depends on axioms: [propext, Classical.choice, Quot.sound]
'RankOneOverlap.overlap_mul_inverse' depends on axioms: [propext, Classical.choice, Quot.sound]
'RankOneOverlap.overlap_transformation' depends on axioms: [propext, Classical.choice, Quot.sound]
```
